# The extrapolated grid kinetic energy of a plane wave lies at most $k^6h^4/2880$ below $k^2/2$, and never above it

A free particle in one dimension with wave number $k$ has kinetic energy $k^2/2$, in units where $\hbar=m=1$. If the second derivative is replaced by a three-point difference on a grid of spacing $h>0$, the energy becomes

$$E_h(k)=\frac{1-\cos(kh)}{h^2}=\frac{k^2}{2}-\frac{k^4h^2}{24}+\cdots .$$

Since $1-\cos t\le t^2/2$, this never exceeds $k^2/2$. Combining spacings $h/2$ and $h$ with weights $4/3$ and $-1/3$ cancels the $h^2$ error. One weight is negative, however, so the upper bound does not carry over automatically. Is the extrapolated energy still at most $k^2/2$? It is, for every real $k$.

For finite-difference electronic structure, this controls the kinetic discretisation error of a single plane wave in one dimension, with no potential, boundaries or interactions.

## The grid operators and their energies

```lean
import Mathlib

open Filter Topology

namespace ExtrapolatedGridKinetic

noncomputable section
```

The first line loads Mathlib, Lean's library of mathematics. The `open` line makes the notation for limits available, and the namespace groups the names that follow.

```lean
/-- The plane wave `exp(ikx)` with wave number `k`. -/
def planeWave (k x : ℝ) : ℂ := Complex.exp (((k * x : ℝ) : ℂ) * Complex.I)
```

This defines $\psi_k(x)=e^{ikx}$. The colon gives a type: `k` and `x` are real, and the value is complex. The wave has modulus 1 everywhere and is not normalisable on the line, but a constant prefactor would not change its eigenvalue.

```lean
/-- The three-point kinetic energy operator `-ψ''/2` on a grid of spacing `h`. -/
def gridKinetic (h : ℝ) (ψ : ℝ → ℂ) (x : ℝ) : ℂ :=
  -(ψ (x + h) - 2 * ψ x + ψ (x - h)) / (2 * (h : ℂ) ^ 2)
```

In ordinary notation,

$$(K_h\psi)(x)=-\frac{\psi(x+h)-2\psi(x)+\psi(x-h)}{2h^2}.$$

The type `ℝ → ℂ` says that $\psi$ is defined on the whole real line, so shifts by $h$ and by $h/2$ both make sense.

```lean
/-- The kinetic operator extrapolated from the spacings `h` and `h/2`. -/
def extrapolatedKinetic (h : ℝ) (ψ : ℝ → ℂ) (x : ℝ) : ℂ :=
  (4 * gridKinetic (h / 2) ψ x - gridKinetic h ψ x) / 3
```

The extrapolated operator is $(4K_{h/2}-K_h)/3$. It uses the values of $\psi$ at the five points $x$, $x\pm h/2$ and $x\pm h$.

```lean
/-- The three-point grid energy `E_h(k) = (1 - cos(kh))/h²`. -/
def gridEnergy (h k : ℝ) : ℝ := (1 - Real.cos (k * h)) / h ^ 2
```

This is $E_h(k)$, as a real number. The spacing is the first argument.

```lean
/-- The extrapolated grid energy `(4 E_{h/2}(k) - E_h(k))/3`. -/
def extrapolatedEnergy (h k : ℝ) : ℝ :=
  (4 * gridEnergy (h / 2) k - gridEnergy h k) / 3
```

This is the extrapolated energy, written $R_h(k)=\bigl(4E_{h/2}(k)-E_h(k)\bigr)/3$ below.

```lean
/-- The dimensionless energy defect as a function of the phase `x = kh/2`. -/
def dispersionGap (x : ℝ) : ℝ :=
  6 * x ^ 2 - 16 * (1 - Real.cos x) + (1 - Real.cos (2 * x))
```

This function, written $G$ below, is

$$G(x)=6x^2-16(1-\cos x)+(1-\cos 2x).$$

Here $x$ is no longer a position but the phase $kh/2$. Up to a factor $3h^2$, $G$ will turn out to be the amount by which $R_h(k)$ falls short of $k^2/2$.

## Plane waves as eigenfunctions

```lean
/-- A plane wave is an eigenfunction of the extrapolated kinetic operator, and its eigenvalue
is the extrapolated grid energy. -/
theorem extrapolatedKinetic_planeWave (h k x : ℝ) :
    extrapolatedKinetic h (planeWave k) x =
      (extrapolatedEnergy h k : ℂ) * planeWave k x := by
  -- each of the two grids acts on the plane wave by multiplication
  have three : ∀ s : ℝ, gridKinetic s (planeWave k) x =
      (gridEnergy s k : ℂ) * planeWave k x := by
    intro s
    have hsum : planeWave k (x + s) + planeWave k (x - s) =
        2 * ((Real.cos (k * s) : ℝ) : ℂ) * planeWave k x := by
      unfold planeWave
      have e1 : ((k * (x + s) : ℝ) : ℂ) * Complex.I =
          ((k * x : ℝ) : ℂ) * Complex.I + ((k * s : ℝ) : ℂ) * Complex.I := by
        push_cast; ring
      have e2 : ((k * (x - s) : ℝ) : ℂ) * Complex.I =
          ((k * x : ℝ) : ℂ) * Complex.I + -((k * s : ℝ) : ℂ) * Complex.I := by
        push_cast; ring
      rw [e1, e2, Complex.exp_add, Complex.exp_add, Complex.ofReal_cos, Complex.cos]
      ring
    unfold gridKinetic gridEnergy
    rw [Complex.ofReal_div, Complex.ofReal_sub, Complex.ofReal_one, Complex.ofReal_pow]
    linear_combination (-1 / (2 * (s : ℂ) ^ 2)) * hsum
  unfold extrapolatedKinetic extrapolatedEnergy
  rw [three, three]
  push_cast
  ring
```

The theorem says that the extrapolated operator multiplies $\psi_k$ by $R_h(k)$ at every point, which ties the energy formula to the operator. By hand, for a spacing $s$,

$$\psi_k(x+s)+\psi_k(x-s)=\bigl(e^{iks}+e^{-iks}\bigr)\psi_k(x)=2\cos(ks)\,\psi_k(x),$$

and therefore

$$(K_s\psi_k)(x)=-\frac{2\cos(ks)-2}{2s^2}\,\psi_k(x)=E_s(k)\,\psi_k(x).$$

Taking $s=h/2$ and $s=h$ with the extrapolation weights gives the result. In the proof, `hsum` is the first display and `three` is the second. The tactic `linear_combination` checks that the second follows from a multiple of the first by algebra. No condition on `h` is needed here, because Lean sets division by zero to zero and both sides then vanish at $h=0$.

## A defect whose curvature is a square

```lean
/-- A function that vanishes at the origin together with its slope, and whose curvature is
nowhere negative, is nowhere negative. -/
theorem nonneg_of_curvature {f f' f'' : ℝ → ℝ} (hf : ∀ x, HasDerivAt f (f' x) x)
    (hf' : ∀ x, HasDerivAt f' (f'' x) x) (h0 : f 0 = 0) (h0' : f' 0 = 0)
    (hpos : ∀ x, 0 ≤ f'' x) (x : ℝ) : 0 ≤ f x := by
  have mono : Monotone f' := monotone_of_deriv_nonneg
    (fun y => (hf' y).differentiableAt) (fun y => by rw [(hf' y).deriv]; exact hpos y)
  have cont : Continuous f :=
    continuous_iff_continuousAt.2 fun y => (hf y).continuousAt
  rcases lt_trichotomy x 0 with hx | hx | hx
  · obtain ⟨c, hc, e⟩ := exists_hasDerivAt_eq_slope f f' hx cont.continuousOn
      (fun y _ => hf y)
    have hs : f' c ≤ 0 := h0' ▸ mono hc.2.le
    rw [eq_div_iff (by linarith), h0] at e
    nlinarith [mul_nonneg (neg_nonneg.2 hs) (neg_nonneg.2 hx.le)]
  · rw [hx, h0]
  · obtain ⟨c, hc, e⟩ := exists_hasDerivAt_eq_slope f f' hx cont.continuousOn
      (fun y _ => hf y)
    have hs : 0 ≤ f' c := h0' ▸ mono hc.1.le
    rw [eq_div_iff (by linarith), h0] at e
    nlinarith [mul_nonneg hs hx.le]
```

The hypothesis `HasDerivAt f (f' x) x` says that $f$ has derivative $f'(x)$ at $x$. The lemma states that if $f(0)=f'(0)=0$ and $f''\ge 0$ everywhere, then $f\ge 0$ everywhere. It does the work of integrating an inequality twice from the origin.

Since $f''\ge0$, the slope $f'$ is nondecreasing, so it is at most zero on the left of the origin and at least zero on the right. For $x\neq 0$, the mean value theorem gives $f(x)=f'(c)\,x$ with $c$ between $0$ and $x$. The two factors never have opposite signs, so the product is nonnegative. The proof treats $x<0$, $x=0$ and $x>0$ in turn, and `nlinarith` settles the sign of the product.

```lean
/-- The dimensionless defect is nonnegative, at most `x⁶/15`, and at least
`x⁶/15 - x⁸/168`. -/
theorem dispersionGap_bounds (x : ℝ) :
    0 ≤ dispersionGap x ∧ dispersionGap x ≤ x ^ 6 / 15 ∧
      x ^ 6 / 15 - x ^ 8 / 168 ≤ dispersionGap x := by
  have d1 : ∀ y, HasDerivAt dispersionGap
      (12 * y - 16 * Real.sin y + 2 * Real.sin (2 * y)) y := fun y =>
    ((((hasDerivAt_pow 2 y).const_mul (6 : ℝ)).fun_sub
      (((Real.hasDerivAt_cos y).const_sub 1).const_mul (16 : ℝ))).fun_add
      ((((hasDerivAt_id' y).const_mul (2 : ℝ)).cos).const_sub 1)).congr_deriv
      (by push_cast; ring)
  -- the curvature of the defect is a perfect square
  have d2 : ∀ y, HasDerivAt (fun t => 12 * t - 16 * Real.sin t + 2 * Real.sin (2 * t))
      (8 * (1 - Real.cos y) ^ 2) y := fun y =>
    ((((hasDerivAt_id' y).const_mul (12 : ℝ)).fun_sub
      ((Real.hasDerivAt_sin y).const_mul (16 : ℝ))).fun_add
      ((((hasDerivAt_id' y).const_mul (2 : ℝ)).sin).const_mul (2 : ℝ))).congr_deriv
      (by rw [Real.cos_two_mul]; ring)
  have p6 : ∀ y : ℝ, HasDerivAt (fun t : ℝ => t ^ 6 / 15) (2 * y ^ 5 / 5) y := fun y =>
    ((hasDerivAt_pow 6 y).div_const 15).congr_deriv (by push_cast; ring)
  have p5 : ∀ y : ℝ, HasDerivAt (fun t : ℝ => 2 * t ^ 5 / 5) (2 * y ^ 4) y := fun y =>
    (((hasDerivAt_pow 5 y).const_mul (2 : ℝ)).div_const 5).congr_deriv (by push_cast; ring)
  have p8 : ∀ y : ℝ, HasDerivAt (fun t : ℝ => t ^ 8 / 168) (y ^ 7 / 21) y := fun y =>
    ((hasDerivAt_pow 8 y).div_const 168).congr_deriv (by push_cast; ring)
  have p7 : ∀ y : ℝ, HasDerivAt (fun t : ℝ => t ^ 7 / 21) (y ^ 6 / 3) y := fun y =>
    ((hasDerivAt_pow 7 y).div_const 21).congr_deriv (by push_cast; ring)
  -- quartic upper bound on the cosine
  have c1 : ∀ y : ℝ, HasDerivAt (fun t : ℝ => 1 - t ^ 2 / 2 + t ^ 4 / 24 - Real.cos t)
      (-y + y ^ 3 / 6 + Real.sin y) y := fun y =>
    (((((hasDerivAt_pow 2 y).div_const 2).const_sub 1).fun_add
      ((hasDerivAt_pow 4 y).div_const 24)).fun_sub (Real.hasDerivAt_cos y)).congr_deriv
      (by push_cast; ring)
  have c2 : ∀ y : ℝ, HasDerivAt (fun t : ℝ => -t + t ^ 3 / 6 + Real.sin t)
      (-1 + y ^ 2 / 2 + Real.cos y) y := fun y =>
    (((hasDerivAt_id' y).fun_neg.fun_add ((hasDerivAt_pow 3 y).div_const 6)).fun_add
      (Real.hasDerivAt_sin y)).congr_deriv (by push_cast; ring)
  have lo : ∀ y : ℝ, 1 - y ^ 2 / 2 ≤ Real.cos y := fun y => Real.one_sub_sq_div_two_le_cos
  have hc : ∀ y : ℝ, 0 ≤ 1 - y ^ 2 / 2 + y ^ 4 / 24 - Real.cos y :=
    nonneg_of_curvature c1 c2 (by simp) (by simp) (fun y => by linarith [lo y])
  -- two-sided bounds on the curvature
  have hu : ∀ y : ℝ, 8 * (1 - Real.cos y) ^ 2 ≤ 2 * y ^ 4 := fun y => by
    have := pow_le_pow_left₀ (sub_nonneg.2 (Real.cos_le_one y))
      (show 1 - Real.cos y ≤ y ^ 2 / 2 by linarith [lo y]) 2
    nlinarith [this]
  have hl : ∀ y : ℝ, 2 * y ^ 4 - y ^ 6 / 3 ≤ 8 * (1 - Real.cos y) ^ 2 := fun y => by
    nlinarith [sq_nonneg (1 - Real.cos y - y ^ 2 / 2), mul_nonneg (sq_nonneg y) (hc y)]
  refine ⟨?_, ?_, ?_⟩
  · exact nonneg_of_curvature d1 d2 (by simp [dispersionGap]) (by simp)
      (fun y => by positivity) x
  · exact sub_nonneg.1 (nonneg_of_curvature (fun y => (p6 y).fun_sub (d1 y))
      (fun y => (p5 y).fun_sub (d2 y)) (by simp [dispersionGap]) (by simp)
      (fun y => sub_nonneg.2 (hu y)) x)
  · exact sub_nonneg.1 (nonneg_of_curvature
      (fun y => (d1 y).fun_sub ((p6 y).fun_sub (p8 y)))
      (fun y => (d2 y).fun_sub ((p5 y).fun_sub (p7 y))) (by simp [dispersionGap]) (by simp)
      (fun y => sub_nonneg.2 (hl y)) x)
```

The statement joins three inequalities with `∧`, which means "and":

$$0\le G(x),\qquad G(x)\le\frac{x^6}{15},\qquad \frac{x^6}{15}-\frac{x^8}{168}\le G(x).$$

Differentiating twice,

$$G'(x)=12x-16\sin x+2\sin 2x,$$
$$G''(x)=12-16\cos x+4\cos 2x=8(1-\cos x)^2,$$

where the last step uses $\cos 2x=2\cos^2x-1$. Both $G$ and $G'$ vanish at the origin, and the curvature is a perfect square, so the lemma gives $G\ge0$. This is the source of the one-sided energy bound.

For the upper bound, $0\le 1-\cos x\le x^2/2$ gives $G''(x)\le 2x^4$. The function $x^6/15$ has slope $2x^5/5$ and curvature $2x^4$, so the lemma applies to $x^6/15-G(x)$.

For the lower bound, consider $1-x^2/2+x^4/24-\cos x$. It vanishes at the origin with its slope, and its curvature $-1+x^2/2+\cos x$ is nonnegative. Hence $u=1-\cos x$ satisfies $u\ge x^2/2-x^4/24$. Expanding $(u-x^2/2)^2\ge0$ then gives

$$u^2\ge x^2u-\frac{x^4}{4}\ge\frac{x^4}{4}-\frac{x^6}{24},$$

so $G''(x)=8u^2\ge 2x^4-x^6/3$. The right-hand side is the curvature of $x^6/15-x^8/168$, and the lemma applies once more.

In the code, `d1` and `d2` are the derivatives of $G$, while `p5` to `p8` are those of the comparison powers. The cosine bound is `hc`, and the two curvature bounds are `hu` and `hl`. The lemma is used once to prove `hc`, and once in each of the three bullets at the end.

## From the phase back to the energy

```lean
/-- The exact kinetic energy minus the extrapolated one is the dimensionless defect at
phase `kh/2`, divided by `3h²`. -/
theorem energy_defect {h : ℝ} (hh : 0 < h) (k : ℝ) :
    k ^ 2 / 2 - extrapolatedEnergy h k = dispersionGap (k * h / 2) / (3 * h ^ 2) := by
  have hne : h ≠ 0 := hh.ne'
  unfold extrapolatedEnergy gridEnergy dispersionGap
  rw [show k * (h / 2) = k * h / 2 by ring, show 2 * (k * h / 2) = k * h by ring]
  generalize Real.cos (k * h / 2) = a
  generalize Real.cos (k * h) = b
  field_simp
  ring
```

The argument `hh : 0 < h` is the assumption of a positive spacing. With $x=kh/2$,

$$R_h(k)=\frac{16(1-\cos x)-(1-\cos 2x)}{3h^2},\qquad \frac{k^2}{2}=\frac{6x^2}{3h^2},$$

and subtracting gives $k^2/2-R_h(k)=G(kh/2)/(3h^2)$. The `generalize` lines replace the two cosines by plain letters, because the identity is purely algebraic; `field_simp` clears the denominators and `ring` finishes.

```lean
/-- For every wave number, the extrapolated grid energy lies between `k²/2 - k⁶h⁴/2880`
and the exact kinetic energy `k²/2`. -/
theorem extrapolatedEnergy_bounds {h : ℝ} (hh : 0 < h) (k : ℝ) :
    k ^ 2 / 2 - k ^ 6 * h ^ 4 / 2880 ≤ extrapolatedEnergy h k ∧
      extrapolatedEnergy h k ≤ k ^ 2 / 2 := by
  obtain ⟨g0, g1, _⟩ := dispersionGap_bounds (k * h / 2)
  have e := energy_defect hh k
  have hp : 0 < 3 * h ^ 2 := by positivity
  constructor
  · have : dispersionGap (k * h / 2) / (3 * h ^ 2) ≤ k ^ 6 * h ^ 4 / 2880 := by
      rw [div_le_iff₀ hp]
      linarith [show (k * h / 2) ^ 6 / 15 = k ^ 6 * h ^ 4 / 2880 * (3 * h ^ 2) by ring]
    linarith
  · linarith [div_nonneg g0 hp.le]
```

This is the main result: for $h>0$ and every real $k$,

$$\frac{k^2}{2}-\frac{k^6h^4}{2880}\le R_h(k)\le\frac{k^2}{2}.$$

The right inequality is $G\ge0$. The left one comes from $G(x)\le x^6/15$, since

$$\frac{1}{3h^2}\cdot\frac{(kh/2)^6}{15}=\frac{k^6h^4}{2880}.$$

The lower bound holds for large $kh$ too, but says little there.

A limiting case is $k=\pi/h$, the edge of the range of wave numbers that the coarse grid can distinguish. There $E_h=2/h^2$ and $E_{h/2}=4/h^2$, so $R_h=14/(3h^2)\approx4.667/h^2$. The theorem places it between about $4.601/h^2$ and $4.935/h^2$.

```lean
/-- The extrapolated grid energy is at most `k²/2 - k⁶h⁴/2880 + k⁸h⁶/129024`. -/
theorem extrapolatedEnergy_le_refined {h : ℝ} (hh : 0 < h) (k : ℝ) :
    extrapolatedEnergy h k ≤
      k ^ 2 / 2 - k ^ 6 * h ^ 4 / 2880 + k ^ 8 * h ^ 6 / 129024 := by
  obtain ⟨_, _, g2⟩ := dispersionGap_bounds (k * h / 2)
  have e := energy_defect hh k
  have hp : 0 < 3 * h ^ 2 := by positivity
  have : k ^ 6 * h ^ 4 / 2880 - k ^ 8 * h ^ 6 / 129024 ≤
      dispersionGap (k * h / 2) / (3 * h ^ 2) := by
    rw [le_div_iff₀ hp]
    linarith [show (k * h / 2) ^ 6 / 15 - (k * h / 2) ^ 8 / 168 =
      (k ^ 6 * h ^ 4 / 2880 - k ^ 8 * h ^ 6 / 129024) * (3 * h ^ 2) by ring]
  linarith
```

The third inequality for $G$, divided by $3h^2$ in the same way, gives a second upper bound, which is sharper than $k^2/2$ when $0<(kh)^2<44.8$ and weaker when $(kh)^2>44.8$:

$$R_h(k)\le\frac{k^2}{2}-\frac{k^6h^4}{2880}+\frac{k^8h^6}{129024}.$$

The new constant is $3\cdot168\cdot2^8=129024$.

## The error as the spacing shrinks

```lean
/-- As the spacing shrinks to zero, the energy error divided by `h⁴` tends to `k⁶/2880`. -/
theorem tendsto_error_div_pow_four (k : ℝ) :
    Tendsto (fun h : ℝ => (k ^ 2 / 2 - extrapolatedEnergy h k) / h ^ 4)
      (𝓝[>] 0) (𝓝 (k ^ 6 / 2880)) := by
  have hcont : Continuous (fun h : ℝ => k ^ 6 / 2880 - k ^ 8 * h ^ 2 / 129024) := by
    fun_prop
  have hlim : Tendsto (fun h : ℝ => k ^ 6 / 2880 - k ^ 8 * h ^ 2 / 129024)
      (𝓝[>] 0) (𝓝 (k ^ 6 / 2880)) :=
    (hcont.tendsto' 0 _ (by simp)).mono_left nhdsWithin_le_nhds
  -- squeeze the scaled error between the two energy bounds
  refine tendsto_of_tendsto_of_tendsto_of_le_of_le' hlim tendsto_const_nhds ?_ ?_
  · filter_upwards [self_mem_nhdsWithin] with h hh
    have hp : 0 < h := hh
    rw [le_div_iff₀ (pow_pos hp 4)]
    linarith [extrapolatedEnergy_le_refined hp k]
  · filter_upwards [self_mem_nhdsWithin] with h hh
    have hp : 0 < h := hh
    rw [div_le_iff₀ (pow_pos hp 4)]
    linarith [(extrapolatedEnergy_bounds hp k).1]

end

end ExtrapolatedGridKinetic
```

`Tendsto` expresses a limit, and `𝓝[>] 0` means that $h$ approaches zero through positive values. For fixed $k$,

$$\lim_{h\to0^+}\frac{k^2/2-R_h(k)}{h^4}=\frac{k^6}{2880}.$$

Rearranging the two preceding theorems and dividing by $h^4$ gives

$$\frac{k^6}{2880}-\frac{k^8h^2}{129024}\le\frac{k^2/2-R_h(k)}{h^4}\le\frac{k^6}{2880}.$$

The left side tends to the right side, which squeezes the scaled error between them. In the proof, `hlim` is the limit of the left side, and the two bullets supply the inequalities for positive `h`. For $k\ne0$ the error is therefore of fourth order and no better, and a constant smaller than $1/2880$ in the lower energy bound would fail at small spacings.

```lean
#print axioms ExtrapolatedGridKinetic.extrapolatedKinetic_planeWave
-- 'ExtrapolatedGridKinetic.extrapolatedKinetic_planeWave' depends on axioms: [propext, Classical.choice, Quot.sound]
#print axioms ExtrapolatedGridKinetic.tendsto_error_div_pow_four
-- 'ExtrapolatedGridKinetic.tendsto_error_div_pow_four' depends on axioms: [propext, Classical.choice, Quot.sound]
```
